# Uzawa dual ascent converges for a positive definite quadratic energy, independent linear constraints and a short enough step

## A spring network with prescribed displacements

Take a network of atoms joined by harmonic springs and anchored so that every displacement costs energy. Let $x$ collect the displacements, $A$ be the stiffness matrix and $f$ the external load. The energy is

$$E(x)=\tfrac12 x^TAx-f^Tx .$$

Certain linear combinations of the displacements are prescribed, $Bx=c$, with one row of $B$ per constraint. Each constraint is enforced by a force whose strength is a multiplier, and the multipliers $l$ are not known in advance. Uzawa's scheme guesses them, relaxes the network, and corrects the guess by the remaining violation:

$$x(l)=A^{-1}(f-B^Tl),\qquad l\mapsto l+a\,(Bx(l)-c).$$

How long may the step $a$ be if the states $x(l)$ are to reach the constrained minimum?

The same algebra applies to charge-equilibration models whose energy is quadratic with a positive definite hardness matrix: $x$ then holds atomic charges, and the multipliers act as potentials on fragments of prescribed charge.

## Convergence below the step bound

Let $A$ be real, symmetric and positive definite, let $B$ have linearly independent rows, and let $a>0$ satisfy

$$a\|Bx\|^2<2\,x^TAx\qquad\text{for all }x\neq0 .$$

Then, from any starting multipliers, the states converge to the unique minimiser of $E$ subject to $Bx=c$, and the multipliers converge too. The condition compares stiffnesses: the correction responds to a displacement like extra springs $aB^TB$ along the constrained directions, and these must stay softer than $2A$.

In Lean this is `uzawa_converges`. The finite index types `n` and `m` label displacements and constraints. `A.PosDef` includes symmetry, `LinearIndependent ℝ B.row` is the independence of the constraints, and `hstep` is the step condition. Lengths are Euclidean, and `sqNorm` is the squared length, written as a dot product. `primal` is $x(l)$, and `uzawa A B f c a l₀ k` is the multiplier vector after $k$ updates from `l₀`. The conclusion supplies a state `xs` with $Bx_s=c$, whose energy lies strictly below that of every other feasible state, and a vector `ls`; the two `Tendsto` clauses are the limits of states and multipliers.

The theorem concerns exact arithmetic, exact relaxation and a fixed step. It does not treat inequality constraints or anharmonic energies.

## Force balance identifies the minimum

By definition $Ax(l)=f-B^Tl$. Let $y=x(l)+d$ have the same constraint values as $x(l)$, so that $Bd=0$. Since $A$ is symmetric,

$$E(y)-E(x(l))=d^T(Ax(l)-f)+\tfrac12d^TAd=-(Bd)^Tl+\tfrac12d^TAd=\tfrac12d^TAd .$$

If $Bx(l)=c$, then $x(l)$ is therefore the unique constrained minimiser.

Such an $l$ exists. Put $S=BA^{-1}B^T$, so that $Bx(l)=BA^{-1}f-Sl$. Suppose $Sl=0$ and let $w=-A^{-1}B^Tl$. Then $Bw=-Sl=0$, and $w^TAw=-(Bw)^Tl=0$, which forces $w=0$. Hence $B^Tl=0$, and $l=0$ because the rows of $B$ are independent. The square matrix $S$ is injective, hence surjective, and $Sl_s=BA^{-1}f-c$ has a solution $l_s$.

## Each update shrinks the multiplier error

Write $e=l-l_s$ and $d=x(l)-x(l_s)$. Subtracting the two force balances gives $Ad=-B^Te$, so $e^TBd=-d^TAd$. The update turns $e$ into $e+aBd$, and

$$\|e+aBd\|^2=\|e\|^2+2a\,e^TBd+a^2\|Bd\|^2=\|e\|^2-a\left(2d^TAd-a\|Bd\|^2\right).$$

If $e\neq0$, then $B^Te\neq0$ and so $d\neq0$; the step condition makes the decrease strict.

A strict decrease at each step does not by itself force the error to zero. But the update is linear in the error, $e\mapsto Me$ with $M=1-aS$. On the compact unit sphere $\|Me\|^2$ attains a maximum $q<1$, and scaling gives $\|Me\|^2\le q\|e\|^2$ for every $e$. (With no constraints the sphere is empty, and $q=0$ serves.) After $k$ updates the squared error is at most $q^k\|l_0-l_s\|^2$, where $l_0$ is the starting vector. Thus $l\to l_s$, and $x(l)\to x(l_s)$ by continuity.

## A step that is too long

Take one displacement and one constraint, with $A=B=1$, $f=c=0$ and $a=2$. The step condition now holds only with equality. Since $x(l)=-l$, the update is $l\mapsto l-2l=-l$. Starting from $l=1$, the states run $-1,1,-1,\dots$ and never approach the minimiser $0$. The theorem `step_bound_sharp` proves the alternation for identity matrices of any finite size.

## One linear solve per update

In code $A^{-1}$ need not be formed. One factorises $A$ once, for instance by Cholesky, and repeats:

```
solve A x = f - Bᵀ l
r = B x - c
l = l + a r
```

until the violation `r` is small. A safe step follows from $a\|B\|^2<2\lambda_{\min}(A)$, with the spectral norm of $B$ and the smallest eigenvalue of $A$, though it may be needlessly short.

## The Lean file

```lean
import Mathlib

open Matrix Filter Topology

namespace UzawaDualAscent

noncomputable section

/-- The squared Euclidean length of a real vector. -/
def sqNorm {ι : Type*} [Fintype ι] (v : ι → ℝ) : ℝ := v ⬝ᵥ v

variable {m n : Type*} [Fintype m] [Fintype n]

/-- The quadratic energy `xᵀAx/2 - fᵀx`. -/
def energy (A : Matrix n n ℝ) (f x : n → ℝ) : ℝ := (x ⬝ᵥ A *ᵥ x) / 2 - f ⬝ᵥ x

variable [DecidableEq n]

/-- The relaxed state `A⁻¹(f - Bᵀl)` at fixed multipliers `l`. -/
def primal (A : Matrix n n ℝ) (B : Matrix m n ℝ) (f : n → ℝ) (l : m → ℝ) : n → ℝ :=
  A⁻¹ *ᵥ (f - Bᵀ *ᵥ l)

/-- One Uzawa update: the multipliers move along the constraint violation with step `a`. -/
def dualStep (A : Matrix n n ℝ) (B : Matrix m n ℝ) (f : n → ℝ) (c : m → ℝ) (a : ℝ)
    (l : m → ℝ) : m → ℝ :=
  l + a • (B *ᵥ primal A B f l - c)

/-- The multipliers after `k` Uzawa updates from `l₀`. -/
def uzawa (A : Matrix n n ℝ) (B : Matrix m n ℝ) (f : n → ℝ) (c : m → ℝ) (a : ℝ)
    (l₀ : m → ℝ) (k : ℕ) : m → ℝ :=
  (dualStep A B f c a)^[k] l₀

/-- The dual response matrix `B A⁻¹ Bᵀ`. -/
def schur (A : Matrix n n ℝ) (B : Matrix m n ℝ) : Matrix m m ℝ := B * A⁻¹ * Bᵀ

variable {A : Matrix n n ℝ} {B : Matrix m n ℝ} {f : n → ℝ} {c : m → ℝ} {a : ℝ}

omit [DecidableEq n] in
private lemma dot_transpose (x : n → ℝ) (l : m → ℝ) :
    x ⬝ᵥ Bᵀ *ᵥ l = l ⬝ᵥ B *ᵥ x := by
  rw [Matrix.mulVec_transpose, dotProduct_comm, ← Matrix.dotProduct_mulVec]

private lemma residual (l : m → ℝ) :
    B *ᵥ primal A B f l = B *ᵥ (A⁻¹ *ᵥ f) - schur A B *ᵥ l := by
  simp only [primal, schur, Matrix.mulVec_sub, Matrix.mulVec_mulVec, Matrix.mul_assoc]

/-- The relaxed state `x` at multipliers `l` satisfies the force balance `Ax = f - Bᵀl`. -/
theorem force_balance (hA : A.PosDef) (l : m → ℝ) :
    A *ᵥ primal A B f l = f - Bᵀ *ᵥ l := by
  unfold primal
  rw [Matrix.mulVec_mulVec, Matrix.mul_nonsing_inv _ hA.det_pos.ne'.isUnit, Matrix.one_mulVec]

/-- A state with the same constraint values as the relaxed state exceeds it in energy by exactly
the quadratic form of the displacement, halved. -/
theorem energy_gap (hA : A.PosDef) (l : m → ℝ) (y : n → ℝ)
    (hy : B *ᵥ y = B *ᵥ primal A B f l) :
    energy A f y = energy A f (primal A B f l) +
      ((y - primal A B f l) ⬝ᵥ A *ᵥ (y - primal A B f l)) / 2 := by
  obtain ⟨d, rfl⟩ : ∃ d, y = primal A B f l + d := ⟨y - primal A B f l, by simp⟩
  have hd : B *ᵥ d = 0 := by simpa [Matrix.mulVec_add] using hy
  -- the constraint force does no work along an allowed displacement
  have h1 : d ⬝ᵥ A *ᵥ primal A B f l = d ⬝ᵥ f := by
    rw [force_balance hA, dotProduct_sub, dot_transpose, hd, dotProduct_zero, sub_zero]
  have hT : Aᵀ = A := by
    simpa [Matrix.conjTranspose_eq_transpose_of_trivial] using hA.isHermitian.eq
  have h2 : primal A B f l ⬝ᵥ A *ᵥ d = d ⬝ᵥ A *ᵥ primal A B f l := by
    have h := dot_transpose (B := A) (primal A B f l) d
    rwa [hT] at h
  have h3 := dotProduct_comm d f
  simp only [energy, add_sub_cancel_left, Matrix.mulVec_add, dotProduct_add, add_dotProduct]
  linarith

/-- With independent constraints, different multipliers give different relaxed states. -/
theorem primal_injective (hA : A.PosDef) (hB : LinearIndependent ℝ B.row) :
    Function.Injective (primal A B f) := by
  intro l l' h
  have h1 : Bᵀ *ᵥ (l - l') = 0 := by
    rw [Matrix.mulVec_sub, sub_eq_zero]
    have h2 : A *ᵥ primal A B f l = A *ᵥ primal A B f l' := by rw [h]
    rw [force_balance hA, force_balance hA] at h2
    exact sub_right_inj.1 h2
  have h0 := Fintype.linearIndependent_iff.1 hB (l - l') (by
    ext j
    simpa [Matrix.row, Matrix.mulVec, dotProduct, mul_comm] using congrFun h1 j)
  ext i
  exact sub_eq_zero.1 (h0 i)

/-- For independent constraints some multipliers make the relaxed state satisfy `Bx = c`. -/
theorem exists_multiplier (hA : A.PosDef) (hB : LinearIndependent ℝ B.row)
    (f : n → ℝ) (c : m → ℝ) : ∃ l, B *ᵥ primal A B f l = c := by
  have hinj : Function.Injective (schur A B).mulVecLin := by
    refine (injective_iff_map_eq_zero _).2 fun l hl => ?_
    have hl' : schur A B *ᵥ l = 0 := hl
    have hw : B *ᵥ primal A B 0 l = 0 := by
      rw [residual, hl', Matrix.mulVec_zero, Matrix.mulVec_zero, sub_zero]
    have hz : primal A B 0 l = 0 := by
      by_contra h
      have hp := hA.dotProduct_mulVec_pos h
      rw [star_trivial, force_balance hA, zero_sub, dotProduct_neg, dot_transpose, hw,
        dotProduct_zero, neg_zero] at hp
      exact lt_irrefl _ hp
    exact primal_injective (f := 0) hA hB (hz.trans (by simp [primal]))
  -- an injective square matrix is surjective
  obtain ⟨l, hl⟩ := LinearMap.injective_iff_surjective.1 hinj (B *ᵥ (A⁻¹ *ᵥ f) - c)
  have hl' : schur A B *ᵥ l = B *ᵥ (A⁻¹ *ᵥ f) - c := hl
  exact ⟨l, by rw [residual, hl', sub_sub_cancel]⟩

/-- The exact change of the squared multiplier error in one update, in terms of the error of the
relaxed state. -/
theorem dual_error_identity (hA : A.PosDef) {ls : m → ℝ} (hs : B *ᵥ primal A B f ls = c)
    (a : ℝ) (l : m → ℝ) :
    sqNorm (dualStep A B f c a l - ls) = sqNorm (l - ls) -
      a * (2 * ((primal A B f l - primal A B f ls) ⬝ᵥ
          A *ᵥ (primal A B f l - primal A B f ls)) -
        a * sqNorm (B *ᵥ (primal A B f l - primal A B f ls))) := by
  subst hs
  have hst : dualStep A B f (B *ᵥ primal A B f ls) a l - ls =
      (l - ls) + a • (B *ᵥ (primal A B f l - primal A B f ls)) := by
    rw [dualStep, Matrix.mulVec_sub]
    module
  have hAd : A *ᵥ (primal A B f l - primal A B f ls) = -(Bᵀ *ᵥ (l - ls)) := by
    simp only [Matrix.mulVec_sub, force_balance hA]
    abel
  rw [hst, hAd, dotProduct_neg, dot_transpose]
  generalize B *ᵥ (primal A B f l - primal A B f ls) = v
  simp only [sqNorm, add_dotProduct, dotProduct_add, smul_dotProduct, dotProduct_smul,
    smul_eq_mul]
  rw [dotProduct_comm v (l - ls)]
  ring

/-- A matrix that shortens every nonzero vector does so by a uniform factor below one. -/
theorem uniform_contraction (M : Matrix m m ℝ)
    (hM : ∀ e, e ≠ 0 → sqNorm (M *ᵥ e) < sqNorm e) :
    ∃ q : ℝ, 0 ≤ q ∧ q < 1 ∧ ∀ e, sqNorm (M *ᵥ e) ≤ q * sqNorm e := by
  have hnn : ∀ v : m → ℝ, 0 ≤ sqNorm v := fun v =>
    Finset.sum_nonneg fun i _ => mul_self_nonneg (v i)
  have hsc : ∀ (t : ℝ) (v : m → ℝ), sqNorm (t • v) = t ^ 2 * sqNorm v := by
    intro t v
    simp only [sqNorm, smul_dotProduct, dotProduct_smul, smul_eq_mul]
    ring
  have hc : Continuous fun e : m → ℝ => sqNorm e := by
    simp only [sqNorm, dotProduct]
    fun_prop
  have hcM : Continuous fun e : m → ℝ => sqNorm (M *ᵥ e) :=
    hc.comp (continuous_const.matrix_mulVec continuous_id)
  have hK : IsCompact {e : m → ℝ | sqNorm e = 1} := by
    refine Metric.isCompact_of_isClosed_isBounded (isClosed_eq hc continuous_const) ?_
    refine (Metric.isBounded_closedBall (x := (0 : m → ℝ)) (r := 1)).subset ?_
    intro e he
    rw [mem_closedBall_zero_iff, pi_norm_le_iff_of_nonneg zero_le_one]
    intro i
    have h : e i * e i ≤ ∑ j, e j * e j :=
      Finset.single_le_sum (f := fun j => e j * e j) (fun j _ => mul_self_nonneg _)
        (Finset.mem_univ i)
    have he' : ∑ j, e j * e j = 1 := he
    rw [Real.norm_eq_abs]
    exact abs_le.2 ⟨by nlinarith, by nlinarith⟩
  have hunit : ∀ e : m → ℝ, e ≠ 0 → ∃ t : ℝ, t ^ 2 * sqNorm e = 1 := by
    intro e he
    have h0 : sqNorm e ≠ 0 := fun h => he (dotProduct_self_eq_zero.1 h)
    exact ⟨(√(sqNorm e))⁻¹, by rw [inv_pow, Real.sq_sqrt (hnn e), inv_mul_cancel₀ h0]⟩
  have hz : sqNorm (M *ᵥ (0 : m → ℝ)) = 0 := by simp [sqNorm]
  rcases Set.eq_empty_or_nonempty {e : m → ℝ | sqNorm e = 1} with hE | hE
  · refine ⟨0, le_rfl, one_pos, fun e => ?_⟩
    by_cases he : e = 0
    · rw [he, hz, zero_mul]
    · obtain ⟨t, ht⟩ := hunit e he
      have hmem : t • e ∈ {e : m → ℝ | sqNorm e = 1} := (hsc t e).trans ht
      rw [hE] at hmem
      exact hmem.elim
  · -- the factor is the largest value on the unit sphere
    obtain ⟨u, hu, hmax⟩ := hK.exists_isMaxOn hE hcM.continuousOn
    have hu1 : sqNorm u = 1 := hu
    have hu0 : u ≠ 0 := by
      rintro rfl
      simp [sqNorm] at hu1
    refine ⟨sqNorm (M *ᵥ u), hnn _, hu1 ▸ hM u hu0, fun e => ?_⟩
    by_cases he : e = 0
    · rw [he, hz]
      simp [sqNorm]
    · obtain ⟨t, ht⟩ := hunit e he
      have h : sqNorm (M *ᵥ (t • e)) ≤ sqNorm (M *ᵥ u) := hmax ((hsc t e).trans ht)
      rw [Matrix.mulVec_smul, hsc] at h
      have h2 := mul_le_mul_of_nonneg_left h (hnn e)
      have h3 : sqNorm e * (t ^ 2 * sqNorm (M *ᵥ e)) = sqNorm (M *ᵥ e) := by
        linear_combination sqNorm (M *ᵥ e) * ht
      linarith

/-- Under the step-size condition each update shrinks the squared multiplier error by a fixed
factor below one. -/
theorem dual_contraction (hA : A.PosDef) (hB : LinearIndependent ℝ B.row) (ha : 0 < a)
    (hstep : ∀ x, x ≠ 0 → a * sqNorm (B *ᵥ x) < 2 * (x ⬝ᵥ A *ᵥ x))
    {ls : m → ℝ} (hs : B *ᵥ primal A B f ls = c) :
    ∃ q : ℝ, 0 ≤ q ∧ q < 1 ∧
      ∀ l, sqNorm (dualStep A B f c a l - ls) ≤ q * sqNorm (l - ls) := by
  classical
  have hlin : ∀ l, dualStep A B f c a l - ls = (1 - a • schur A B) *ᵥ (l - ls) := by
    intro l
    subst hs
    simp only [dualStep, residual, Matrix.sub_mulVec, Matrix.one_mulVec, Matrix.smul_mulVec,
      Matrix.mulVec_sub]
    module
  obtain ⟨q, h0, h1, hq⟩ := uniform_contraction (1 - a • schur A B) (by
    intro e he
    have hd : primal A B f (ls + e) - primal A B f ls ≠ 0 := fun h =>
      he (by simpa using primal_injective hA hB (sub_eq_zero.1 h))
    have hid := dual_error_identity hA hs a (ls + e)
    rw [hlin, add_sub_cancel_left] at hid
    have hpos := mul_pos ha (sub_pos.2 (hstep _ hd))
    linarith)
  exact ⟨q, h0, h1, fun l => by rw [hlin]; exact hq _⟩

/-- Uzawa dual ascent: from any initial multipliers the relaxed states converge to the unique
minimiser of the energy subject to `Bx = c`, and the multipliers converge too. -/
theorem uzawa_converges (hA : A.PosDef) (hB : LinearIndependent ℝ B.row) (ha : 0 < a)
    (hstep : ∀ x, x ≠ 0 → a * sqNorm (B *ᵥ x) < 2 * (x ⬝ᵥ A *ᵥ x))
    (f : n → ℝ) (c l₀ : m → ℝ) :
    ∃ (xs : n → ℝ) (ls : m → ℝ), B *ᵥ xs = c ∧
      (∀ y, B *ᵥ y = c → y ≠ xs → energy A f xs < energy A f y) ∧
      Tendsto (fun k => primal A B f (uzawa A B f c a l₀ k)) atTop (𝓝 xs) ∧
      Tendsto (uzawa A B f c a l₀) atTop (𝓝 ls) := by
  obtain ⟨ls, hs⟩ := exists_multiplier hA hB f c
  obtain ⟨q, h0, h1, hq⟩ := dual_contraction hA hB ha hstep hs
  have hk : ∀ k, sqNorm (uzawa A B f c a l₀ k - ls) ≤ q ^ k * sqNorm (l₀ - ls) := by
    intro k
    induction k with
    | zero => simp [uzawa]
    | succ k ih =>
      have h2 : uzawa A B f c a l₀ (k + 1) = dualStep A B f c a (uzawa A B f c a l₀ k) :=
        Function.iterate_succ_apply' _ _ _
      rw [h2]
      calc _ ≤ q * sqNorm (uzawa A B f c a l₀ k - ls) := hq _
        _ ≤ q * (q ^ k * sqNorm (l₀ - ls)) := mul_le_mul_of_nonneg_left ih h0
        _ = q ^ (k + 1) * sqNorm (l₀ - ls) := by ring
  have hlim : Tendsto (fun k : ℕ => √(q ^ k * sqNorm (l₀ - ls))) atTop (𝓝 0) := by
    have h := (tendsto_pow_atTop_nhds_zero_of_lt_one h0 h1).mul_const (sqNorm (l₀ - ls))
    rw [zero_mul] at h
    have h' := (Real.continuous_sqrt.tendsto 0).comp h
    rw [Real.sqrt_zero] at h'
    exact h'
  -- each multiplier component is controlled by the total error
  have hl : Tendsto (uzawa A B f c a l₀) atTop (𝓝 ls) := by
    refine tendsto_pi_nhds.2 fun i => tendsto_iff_dist_tendsto_zero.2 ?_
    refine squeeze_zero (fun _ => dist_nonneg) (fun k => ?_) hlim
    rw [Real.dist_eq]
    refine Real.abs_le_sqrt (le_trans ?_ (hk k))
    rw [pow_two]
    exact Finset.single_le_sum
      (f := fun j => (uzawa A B f c a l₀ k - ls) j * (uzawa A B f c a l₀ k - ls) j)
      (fun j _ => mul_self_nonneg _) (Finset.mem_univ i)
  have hcont : Continuous (primal A B f) :=
    continuous_const.matrix_mulVec
      (continuous_const.sub (continuous_const.matrix_mulVec continuous_id))
  refine ⟨primal A B f ls, ls, hs, fun y hy hne => ?_, (hcont.tendsto ls).comp hl, hl⟩
  have hp := hA.dotProduct_mulVec_pos (sub_ne_zero.2 hne)
  rw [star_trivial] at hp
  rw [energy_gap hA ls y (hy.trans hs.symm)]
  linarith

/-- For `A = B = 1`, zero load and zero target, the step `a = 2` gives equality in the step-size
condition, and the multipliers alternate in sign at constant size. -/
theorem step_bound_sharp (l₀ : n → ℝ) :
    (∀ x : n → ℝ, 2 * sqNorm ((1 : Matrix n n ℝ) *ᵥ x) =
      2 * (x ⬝ᵥ (1 : Matrix n n ℝ) *ᵥ x)) ∧
    ∀ k, uzawa (1 : Matrix n n ℝ) (1 : Matrix n n ℝ) 0 0 2 l₀ k = (-1 : ℝ) ^ k • l₀ := by
  refine ⟨fun x => by simp only [sqNorm, Matrix.one_mulVec], fun k => ?_⟩
  have hinv : (1 : Matrix n n ℝ)⁻¹ = 1 := Matrix.inv_eq_right_inv (one_mul 1)
  induction k with
  | zero => simp [uzawa]
  | succ k ih =>
    have h2 : uzawa (1 : Matrix n n ℝ) (1 : Matrix n n ℝ) 0 0 2 l₀ (k + 1) =
        dualStep 1 1 0 0 2 (uzawa (1 : Matrix n n ℝ) (1 : Matrix n n ℝ) 0 0 2 l₀ k) :=
      Function.iterate_succ_apply' _ _ _
    rw [h2, ih]
    simp only [dualStep, primal, hinv, Matrix.transpose_one, Matrix.one_mulVec, zero_sub,
      sub_zero, pow_succ]
    module

end

end UzawaDualAscent
```

```lean
#print axioms UzawaDualAscent.uzawa_converges
#print axioms UzawaDualAscent.step_bound_sharp
```

```
'UzawaDualAscent.uzawa_converges' depends on axioms: [propext, Classical.choice, Quot.sound]
'UzawaDualAscent.step_bound_sharp' depends on axioms: [propext, Classical.choice, Quot.sound]
```

## How the Lean proof follows the argument

`force_balance` cancels $A$ against its inverse. In `energy_gap`, the displacement `d` is introduced first; `h1` says that the constraint force does no work along it, `h2` uses the symmetry of $A$, and `linarith` collects the terms.

`primal_injective` applies $A$ to two equal relaxed states and uses row independence to equate their multipliers. `exists_multiplier` obtains the vector $w$ above as the relaxed state at zero load, shows that `schur`, the matrix $S$, is injective, and passes to surjectivity.

In `dual_error_identity`, `hst` is the updated error $e+aBd$ and `hAd` is $Ad=-B^Te$; expanding the square and calling `ring` finishes it. `uniform_contraction` is the compactness argument for a general square matrix, with the empty sphere as a separate case. `dual_contraction` joins the two: `hlin` writes the update as $M$ acting on the error, and the identity with `hstep` supplies the strict decrease.

In `uzawa_converges`, `hk` proves the bound with $q^k$ by induction. Its square root bounds each component of the multiplier error, which gives `hl`; `hcont` carries the limit over to the states. Strict minimality comes from `energy_gap` and the positivity of $A$.
